# Distance and parity decide which entries of \(X^k\) vanish for a Hermitian ladder of two or more levels

Take a molecule or an oscillator whose levels form a ladder, with a field that couples each level only to the next one up and the next one down. Each step absorbs or emits one photon, and \(k\) counts both kinds. Counting steps shows which \(k\)-photon transitions are impossible: those with no path of \(k\) steps. It doesn't show that the others occur. Several paths may join the same two levels, and their contributions may cancel, so a level diagram could promise a signal that is absent.

Let \(X\) be the coupling matrix. As a simplified model, let the \(k\)-photon amplitude be the entry \((X^k)_{mn}\), the sum over all \(k\)-step paths of the products of their couplings. This leaves out the energy denominators of perturbation theory, with which an allowed amplitude may still cancel. In the model, if \(X\) is Hermitian and there are at least two levels, the paths never cancel completely: the amplitude is nonzero exactly when \(|m-n|\le k\) and \(k-m+n\) is even. A real symmetric matrix with positive neighbour couplings is a special case.

## Levels, steps and the rule

```lean
import Mathlib

open Matrix

namespace MultiphotonLadder

noncomputable section

variable {N : ℕ}
```

The natural number \(N\) is the number of levels. The braces let Lean infer it from the context.

```lean
/-- Two levels are adjacent when their indices differ by one. -/
def Adjacent (i j : Fin N) : Prop :=
  (i : ℕ) + 1 = (j : ℕ) ∨ (j : ℕ) + 1 = (i : ℕ)
```

The type `Fin N` contains the levels \(0,1,\dots,N-1\), so counting starts at zero. `Adjacent i j` is the proposition that \(i+1=j\) or \(j+1=i\). The annotation `(i : ℕ)` reads the level as an ordinary natural number.

```lean
/-- The `k`-photon selection rule: the levels are at most `k` rungs apart, and `k - m + n`
is even. -/
def Allowed (k : ℕ) (m n : Fin N) : Prop :=
  |((m : ℕ) : ℤ) - ((n : ℕ) : ℤ)| ≤ (k : ℤ) ∧ Even ((k : ℤ) - ((m : ℕ) : ℤ) + ((n : ℕ) : ℤ))
```

`Allowed k m n` is the selection rule itself: \(|m-n|\le k\), and \(k-m+n\) is even. The levels are converted to integers (`ℤ`) because subtraction of natural numbers in Lean stops at zero.

```lean
/-- A Hermitian coupling matrix that connects adjacent levels and no others. -/
structure IsLadder (X : Matrix (Fin N) (Fin N) ℂ) : Prop where
  hermitian : X.IsHermitian
  coupled : ∀ i j, Adjacent i j → X i j ≠ 0
  dark : ∀ i j, ¬ Adjacent i j → X i j = 0
```

A matrix \(X\) satisfies `IsLadder` if three conditions hold:

- `hermitian`: \(X_{ji}=\overline{X_{ij}}\), as for the matrix of an observable such as a dipole component.
- `coupled`: neighbouring levels have a nonzero coupling, of any complex phase.
- `dark`: all other entries vanish. This includes the diagonal, so no level has a permanent dipole moment. The name has nothing to do with the dark states of quantum optics.

## Counting paths

```lean
/-- With at least two levels, a transition is allowed with `k + 1` photons exactly when
`k` photons can lead to a neighbour of the final level. -/
theorem allowed_succ (hN : 2 ≤ N) (k : ℕ) (m n : Fin N) :
    Allowed (k + 1) m n ↔ ∃ l, Allowed k m l ∧ Adjacent l n := by
  have hm := m.isLt
  have hn := n.isLt
  constructor
  · intro h
    simp only [Allowed, abs_le, Int.even_iff] at h
    -- the last step comes from above or from below
    by_cases up : (n : ℕ) < (m : ℕ) ∨ ((m : ℕ) = (n : ℕ) ∧ (n : ℕ) + 1 < N)
    · refine ⟨⟨(n : ℕ) + 1, by omega⟩, ?_, Or.inr rfl⟩
      simp only [Allowed, abs_le, Int.even_iff]
      omega
    · refine ⟨⟨(n : ℕ) - 1, by omega⟩, ?_, Or.inl ?_⟩
      · simp only [Allowed, abs_le, Int.even_iff]
        omega
      · change (n : ℕ) - 1 + 1 = (n : ℕ)
        omega
  · rintro ⟨l, hl, ha⟩
    simp only [Allowed, abs_le, Int.even_iff] at hl ⊢
    unfold Adjacent at ha
    omega
```

The theorem says that \(n\) is allowed from \(m\) with \(k+1\) photons if and only if some neighbour \(l\) of \(n\) is allowed from \(m\) with \(k\) photons.

Suppose first that such an \(l\) exists. Then \(|m-n|\le|m-l|+1\le k+1\). Moreover,
\[
(k+1)-m+n=(k-m+l)+(1+n-l),
\]
and the last bracket is 0 or 2, so parity is preserved.

Conversely, suppose that \(n\) is allowed with \(k+1\) photons. The same identity gives the right parity for any neighbour \(l\), so only the distance matters. If \(n<m\), take \(l=n+1\); if \(n>m\), take \(l=n-1\). Either choice is one step closer to \(m\). If \(n=m\), then \(k+1\) is even, hence \(k\ge1\), and any neighbour will do. One exists because \(N\ge2\). With a single level the rule would fail: \(X=0\), yet two photons from level 0 back to itself would count as allowed.

In the proof, `by_cases up` chooses between the upper and the lower neighbour, and `omega` settles the remaining integer inequalities and parities.

```lean
/-- If at least two levels have positive couplings between neighbours and no others, each
allowed `k`-photon amplitude is positive and each forbidden one vanishes. -/
theorem positive_ladder_pow (hN : 2 ≤ N) (Y : Matrix (Fin N) (Fin N) ℝ)
    (hpos : ∀ i j, Adjacent i j → 0 < Y i j) (hzero : ∀ i j, ¬ Adjacent i j → Y i j = 0)
    (k : ℕ) (m n : Fin N) :
    (Allowed k m n → 0 < (Y ^ k) m n) ∧ (¬ Allowed k m n → (Y ^ k) m n = 0) := by
  induction k generalizing n with
  | zero =>
    have h : Allowed 0 m n ↔ m = n := by
      simp only [Allowed, abs_le, Int.even_iff, Fin.ext_iff]
      omega
    rw [h, pow_zero]
    constructor
    · rintro rfl
      simp
    · intro hne
      exact Matrix.one_apply_ne hne
  | succ k ih =>
    rw [allowed_succ hN, pow_succ, Matrix.mul_apply]
    constructor
    · rintro ⟨l, hl, ha⟩
      -- no path contributes negatively, and the path through l contributes positively
      refine Finset.sum_pos' (fun i _ => mul_nonneg ?_ ?_)
        ⟨l, Finset.mem_univ l, mul_pos ((ih l).1 hl) (hpos l n ha)⟩
      · by_cases h : Allowed k m i
        · exact ((ih i).1 h).le
        · exact ((ih i).2 h).ge
      · by_cases h : Adjacent i n
        · exact (hpos i n h).le
        · exact (hzero i n h).ge
    · intro h
      refine Finset.sum_eq_zero (fun l _ => ?_)
      by_cases ha : Adjacent l n
      · rw [(ih l).2 (fun hl => h ⟨l, hl, ha⟩), zero_mul]
      · rw [hzero l n ha, mul_zero]
```

Here \(Y\) is real, with positive entries between neighbours and zeros elsewhere. It need not be symmetric. Allowed entries of \(Y^k\) are positive, and forbidden ones are zero.

The argument is induction on \(k\). For \(k=0\), \(Y^0\) is the identity matrix, and the rule allows only \(m=n\). For the next step, write
\[
(Y^{k+1})_{mn}=\sum_l (Y^k)_{ml}\,Y_{ln}.
\]
No term is negative. If \(n\) is allowed, the previous theorem supplies an \(l\) for which both factors are positive, so the sum is positive. If \(n\) is forbidden, every \(l\) has at least one vanishing factor. These two cases are handled by `Finset.sum_pos'` and `Finset.sum_eq_zero`. The words `generalizing n` make the induction hypothesis available for every intermediate level \(l\).

## Removing the phases

```lean
/-- The rescaling factor of a level: the product of the upward couplings below it. -/
def gauge (X : Matrix (Fin N) (Fin N) ℂ) : ℕ → ℂ
  | 0 => 1
  | i + 1 => gauge X i * (if h : i + 1 < N then X ⟨i, by omega⟩ ⟨i + 1, h⟩ else 1)
```

To each level belongs a factor \(g_i\), defined by \(g_0=1\) and \(g_{i+1}=g_iX_{i,i+1}\), so that
\[
g_i=\prod_{r=0}^{i-1}X_{r,r+1}.
\]
Above the top level the definition multiplies by 1, which only serves to define `gauge` for all natural numbers. The name refers to this rescaling, not to a gauge of the electromagnetic field.

```lean
/-- The real matrix with entries `1` just above the diagonal, `|X i j|²` just below it and `0`
elsewhere. -/
def gauged (X : Matrix (Fin N) (Fin N) ℂ) : Matrix (Fin N) (Fin N) ℝ :=
  Matrix.of fun i j => if (i : ℕ) + 1 = (j : ℕ) then 1
    else if (j : ℕ) + 1 = (i : ℕ) then Complex.normSq (X i j) else 0
```

The real matrix `gauged X`, written \(Y\) from here on, has
\[
Y_{i,i+1}=1,\qquad Y_{i+1,i}=|X_{i+1,i}|^2,
\]
and zeros elsewhere. `Complex.normSq` is the squared modulus.

```lean
/-- Climbing one rung multiplies the rescaling factor by the coupling of that rung. -/
theorem gauge_step (X : Matrix (Fin N) (Fin N) ℂ) (i j : Fin N)
    (h : (i : ℕ) + 1 = (j : ℕ)) : gauge X j = gauge X i * X i j := by
  obtain ⟨i, hi⟩ := i
  obtain ⟨j, hj⟩ := j
  change i + 1 = j at h
  subst h
  simp [gauge, hj]
```

If \(j=i+1\), then \(g_j=g_iX_{ij}\). This is the recursive definition, restated for levels in `Fin N`.

```lean
/-- The rescaling factors of a Hermitian ladder never vanish. -/
theorem gauge_ne_zero {X : Matrix (Fin N) (Fin N) ℂ} (hX : IsLadder X) (i : ℕ) :
    gauge X i ≠ 0 := by
  induction i with
  | zero => simp [gauge]
  | succ i ih =>
    simp only [gauge]
    refine mul_ne_zero ih ?_
    split_ifs with h
    · exact hX.coupled _ _ (Or.inl rfl)
    · exact one_ne_zero
```

Every \(g_i\) is nonzero. By induction, each new factor is either a neighbour coupling, nonzero by `coupled`, or 1.

```lean
/-- Rescaling the basis states carries a Hermitian ladder to the rescaled ladder. -/
theorem gauge_intertwines {X : Matrix (Fin N) (Fin N) ℂ} (hX : IsLadder X) (i j : Fin N) :
    gauge X i * X i j = ((gauged X i j : ℝ) : ℂ) * gauge X j := by
  by_cases h1 : (i : ℕ) + 1 = (j : ℕ)
  · have hg : gauged X i j = 1 := by simp [gauged, h1]
    rw [hg, gauge_step X i j h1, Complex.ofReal_one, one_mul]
  · by_cases h2 : (j : ℕ) + 1 = (i : ℕ)
    · have hg : gauged X i j = Complex.normSq (X i j) := by simp [gauged, h1, h2]
      -- Hermiticity makes the product of both couplings of a rung positive
      have hs : X j i = starRingEnd ℂ (X i j) := (hX.hermitian.apply j i).symm
      rw [hg, gauge_step X j i h2, hs, ← Complex.mul_conj]
      ring
    · have hg : gauged X i j = 0 := by simp [gauged, h1, h2]
      rw [hg, hX.dark i j (fun h => h.elim h1 h2)]
      simp
```

The claim is \(g_iX_{ij}=Y_{ij}g_j\), and there are three cases. For \(j=i+1\), both sides equal \(g_j\). For \(i=j+1\), Hermiticity gives
\[
g_iX_{ij}=g_jX_{ji}X_{ij}=g_j|X_{ij}|^2=Y_{ij}g_j.
\]
For all other pairs, both sides are zero. The two `by_cases` lines make the same division.

With \(D=\mathrm{diag}(g_0,\dots,g_{N-1})\), this reads \(DX=YD\). The matrix \(D\) is generally not unitary, so the rescaling changes the sizes of amplitudes, but it can't turn a zero into a nonzero value or the reverse.

## The selection rule

```lean
/-- Multiphoton ladder rule: for a Hermitian ladder of at least two levels, the `k`-photon
amplitude is nonzero exactly when `|m - n| ≤ k` and `k - m + n` is even. -/
theorem ladder_selection_rule (hN : 2 ≤ N) {X : Matrix (Fin N) (Fin N) ℂ}
    (hX : IsLadder X) (k : ℕ) (m n : Fin N) :
    (X ^ k) m n ≠ 0 ↔ |((m : ℕ) : ℤ) - ((n : ℕ) : ℤ)| ≤ (k : ℤ) ∧
      Even ((k : ℤ) - ((m : ℕ) : ℤ) + ((n : ℕ) : ℤ)) := by
  change _ ↔ Allowed k m n
  have hY := positive_ladder_pow hN (gauged X)
    (by
      intro i j h
      simp only [gauged, Matrix.of_apply]
      split_ifs with a b
      · exact one_pos
      · exact Complex.normSq_pos.mpr (hX.coupled i j h)
      · exact (h.elim a b).elim)
    (by
      intro i j h
      simp only [gauged, Matrix.of_apply]
      rw [if_neg (fun a => h (Or.inl a)), if_neg (fun a => h (Or.inr a))]) k m n
  have hs : SemiconjBy (Matrix.diagonal fun i : Fin N => gauge X i) X
      (Complex.ofRealHom.mapMatrix (gauged X)) := by
    ext i j
    rw [Matrix.diagonal_mul, Matrix.mul_diagonal]
    exact gauge_intertwines hX i j
  -- the rescaling carries every power along
  have hk := congrFun (congrFun (hs.pow_right k).eq m) n
  rw [← map_pow, Matrix.diagonal_mul, Matrix.mul_diagonal] at hk
  change gauge X m * (X ^ k) m n = (((gauged X ^ k) m n : ℝ) : ℂ) * gauge X n at hk
  constructor
  · intro hne
    by_contra hA
    rw [hY.2 hA, Complex.ofReal_zero, zero_mul] at hk
    exact mul_ne_zero (gauge_ne_zero hX m) hne hk
  · intro hA h0
    rw [h0, mul_zero] at hk
    exact mul_ne_zero (Complex.ofReal_ne_zero.mpr (hY.1 hA).ne') (gauge_ne_zero hX n) hk.symm
```

For \(N\ge2\), a Hermitian ladder \(X\), any \(k\) and any levels \(m,n\),
\[
(X^k)_{mn}\ne0\iff |m-n|\le k\ \text{ and }\ k-m+n\text{ is even}.
\]

Applying \(DX=YD\) repeatedly gives \(DX^k=Y^kD\), or in entries
\[
g_m(X^k)_{mn}=(Y^k)_{mn}\,g_n .
\]
Since \(g_m\) and \(g_n\) are nonzero, \((X^k)_{mn}\) vanishes exactly when \((Y^k)_{mn}\) does, and the theorem on positive ladders decides that. In Lean, `hY` applies that theorem to \(Y\), `SemiconjBy` expresses \(DX=YD\), and `hs.pow_right k` passes to the \(k\)th power. The final two bullets prove the two directions of the equivalence.

In perturbation theory of order \(k\), each path also carries energy denominators. Transitions forbidden by the rule stay forbidden at that order, since they have no path of \(k\) steps, though another order may connect the same levels. For allowed transitions, denominators of different signs may make the amplitude cancel. No such weights appear in the powers of a truncated position matrix in the harmonic-oscillator basis, so the rule applies to them directly. Examples are the cubic and quartic terms of an anharmonic potential built from these powers.

```lean
/-- In a Hermitian ladder of at least two levels, the smallest number of photons with a
nonzero amplitude between two levels is their distance in rungs. -/
theorem lowest_order (hN : 2 ≤ N) {X : Matrix (Fin N) (Fin N) ℂ}
    (hX : IsLadder X) (m n : Fin N) :
    IsLeast {k : ℕ | (X ^ k) m n ≠ 0} (((m : ℕ) : ℤ) - ((n : ℕ) : ℤ)).natAbs := by
  constructor
  · refine (ladder_selection_rule hN hX _ m n).2 ?_
    simp only [abs_le, Int.even_iff]
    omega
  · intro k hk
    have h := ((ladder_selection_rule hN hX k m n).1 hk).1
    rw [abs_le] at h
    omega
```

`IsLeast` says that a number belongs to a set and that no member is smaller. Here the set contains the photon numbers \(k\) with \((X^k)_{mn}\ne0\), and its least element is \(|m-n|\), written with `natAbs` as a natural number.

For \(k=|m-n|\), the quantity \(k-m+n\) is \(0\) if \(m\ge n\) and \(2(n-m)\) otherwise, so it is even and the amplitude is nonzero. Any other \(k\) in the set satisfies \(|m-n|\le k\) by the selection rule.

## A ladder in which two paths cancel

```lean
/-- A three-level ladder whose upper rung has couplings of opposite sign. -/
def skewLadder : Matrix (Fin 3) (Fin 3) ℂ := !![0, 1, 0; 1, 0, 1; 0, -1, 0]
```

This three-level matrix has \(X_{01}=X_{10}=1\) on the lower rung, but \(X_{12}=1\) and \(X_{21}=-1\) on the upper one. It is neither Hermitian nor, despite its name, skew-symmetric.

```lean
/-- This ladder couples exactly the adjacent levels, yet its two-photon amplitude from the
middle level back to itself vanishes. -/
theorem skewLadder_cancels :
    (∀ i j, skewLadder i j ≠ 0 ↔ Adjacent i j) ∧ (skewLadder ^ 2) 1 1 = 0 := by
  constructor
  · intro i j
    fin_cases i <;> fin_cases j <;> simp [skewLadder, Adjacent]
  · simp [skewLadder, pow_two, Matrix.mul_apply, Fin.sum_univ_succ]
```

The nonzero entries are exactly those between neighbours, yet
\[
(X^2)_{11}=X_{10}X_{01}+X_{12}X_{21}=1-1=0,
\]
although the rule would allow this amplitude. The detour through the lower level cancels the one through the upper level. Real couplings of equal magnitude in both directions are therefore not enough for the rule. In the proof, `fin_cases` splits the first claim into nine cases, one for each entry, and `simp` checks them and evaluates the sum.

The rescaling argument uses Hermiticity only to make \(X_{i,i+1}X_{i+1,i}\) positive on every rung. The same reasoning therefore gives the selection rule for non-Hermitian ladders in which all these products are real and positive, an extension that rests on the argument in this paragraph and has no Lean theorem here.

## The truncated harmonic oscillator

```lean
/-- The position matrix of the harmonic oscillator cut off at `N` levels, in units where the
coupling of levels `n - 1` and `n` is `√n`. -/
def oscillatorPosition (N : ℕ) : Matrix (Fin N) (Fin N) ℂ :=
  Matrix.of fun i j => if (i : ℕ) + 1 = (j : ℕ) then ((√((j : ℕ) : ℝ) : ℝ) : ℂ)
    else if (j : ℕ) + 1 = (i : ℕ) then ((√((i : ℕ) : ℝ) : ℝ) : ℂ) else 0
```

The entries are \(X_{n-1,n}=X_{n,n-1}=\sqrt n\), and all others are zero. This is the position matrix of an oscillator of mass \(M\) and frequency \(\omega\) in units of \(\sqrt{\hbar/(2M\omega)}\), restricted to the lowest \(N\) levels.

```lean
/-- The truncated oscillator position matrix is a Hermitian ladder. -/
theorem isLadder_witness (N : ℕ) : IsLadder (oscillatorPosition N) where
  hermitian := by
    refine Matrix.IsHermitian.ext (fun i j => ?_)
    simp only [oscillatorPosition, Matrix.of_apply]
    split_ifs <;> simp
    -- two levels cannot each lie directly above the other
    omega
  coupled := by
    intro i j h
    simp only [oscillatorPosition, Matrix.of_apply]
    split_ifs with a b
    · have hj : 0 < (j : ℕ) := by omega
      exact Complex.ofReal_ne_zero.mpr (Real.sqrt_pos.mpr (Nat.cast_pos.mpr hj)).ne'
    · have hi : 0 < (i : ℕ) := by omega
      exact Complex.ofReal_ne_zero.mpr (Real.sqrt_pos.mpr (Nat.cast_pos.mpr hi)).ne'
    · exact (h.elim a b).elim
  dark := by
    intro i j h
    simp only [oscillatorPosition, Matrix.of_apply]
    rw [if_neg (fun a => h (Or.inl a)), if_neg (fun a => h (Or.inr a))]

end

end MultiphotonLadder
```

The truncated position matrix satisfies all three conditions of `IsLadder`: it is real and symmetric, \(\sqrt n\) is positive for \(n\ge1\), and the remaining entries are zero by definition. The three fields of the proof establish these facts in turn. For \(N\ge2\) the selection rule therefore applies to it.

The cutoff does alter values near the top. The last diagonal entry of \(X^2\) is \(N-1\), whereas the full oscillator has \(2N-1\) for the same level.

```lean
#print axioms MultiphotonLadder.lowest_order
#print axioms MultiphotonLadder.skewLadder_cancels
```

```
'MultiphotonLadder.lowest_order' depends on axioms: [propext, Classical.choice, Quot.sound]
'MultiphotonLadder.skewLadder_cancels' depends on axioms: [propext, Classical.choice, Quot.sound]
```
